# Expansion of the matrix exponential of τY + τ³Z through fourth order in the time step τ

The theorem `exp_curve` concerns a short-time exponential whose exponent has a part linear in the time step τ and a cubic correction, τY + τ³Z. Here Y and Z are any finite square complex matrices of the same size, not assumed Hermitian or commuting, and τ may be complex. It states that exp(τY + τ³Z) equals 1 + τY + τ²Y²/2 + τ³(Y³/6 + Z) + τ⁴(Y⁴/24 + (YZ + ZY)/2), with an error of order τ⁵ as τ tends to zero. The attempt first bounds the difference between exp(X) and its series through fourth order by a multiple of ‖X‖⁵ near X = 0. It then puts X = τY + τ³Z, which is of order τ, and adds the expansion of the truncated series already proved in `expTaylor_curve`.

The failing Lean file:

```lean
import Mathlib

open Asymptotics Filter Topology Matrix
open scoped Matrix.Norms.Operator ComplexOrder

noncomputable section

namespace TakahashiImada

/-- A polynomial of degree at most four in the time step, with coefficients in a complex vector
space. -/
def quartic {E : Type*} [AddCommGroup E] [Module ℂ E] (a b c d e : E) (τ : ℂ) : E :=
  a + τ • b + τ ^ 2 • c + τ ^ 3 • d + τ ^ 4 • e

/-- The exponential series cut off after the fourth power. -/
def expTaylor {R : Type*} [Ring R] [Algebra ℂ R] (X : R) : R :=
  1 + X + (1 / 2 : ℂ) • X ^ 2 + (1 / 6 : ℂ) • X ^ 3 + (1 / 24 : ℂ) • X ^ 4

/-- A quantity equal to `τ ^ k` times a continuous function of `τ` is `O(τ ^ k)` as `τ` tends to
zero. -/
theorem isBigO_of_factor {E : Type*} [NormedAddCommGroup E] [NormedSpace ℂ E] (k : ℕ)
    {f R : ℂ → E} (hR : Continuous R) (h : ∀ τ, f τ = τ ^ k • R τ) :
    f =O[𝓝 0] fun τ : ℂ => τ ^ k := by
  have h1 : R =O[𝓝 0] fun _ : ℂ => (1 : ℂ) := (hR.tendsto 0).isBigO_one ℂ
  have h2 := (isBigO_refl (fun τ : ℂ => τ ^ k) (𝓝 0)).smul h1
  exact h2.congr (fun τ => (h τ).symm) (fun τ => by simp)

/-- The truncated exponential series along `τ Y + τ³ Z`, through fourth order in `τ`. -/
theorem expTaylor_curve {R : Type*} [NormedRing R] [NormedAlgebra ℂ R] (Y Z : R) :
    (fun τ : ℂ => expTaylor (τ • Y + τ ^ 3 • Z) - quartic 1 Y ((1 / 2 : ℂ) • Y ^ 2)
      ((1 / 6 : ℂ) • Y ^ 3 + Z) ((1 / 24 : ℂ) • Y ^ 4 + (1 / 2 : ℂ) • (Y * Z + Z * Y)) τ)
      =O[𝓝 0] fun τ : ℂ => τ ^ 5 := by
  refine isBigO_of_factor 5 (R := fun τ => (τ * (1 / 2)) • Z ^ 2
    + (1 / 6 : ℂ) • (Y ^ 2 * Z + (Y * Z + Z * Y + τ ^ 2 • Z ^ 2) * (Y + τ ^ 2 • Z))
    + (τ * (1 / 24)) • (Y ^ 2 * (Y * Z + Z * Y + τ ^ 2 • Z ^ 2)
      + (Y * Z + Z * Y + τ ^ 2 • Z ^ 2) * Y ^ 2
      + τ ^ 2 • (Y * Z + Z * Y + τ ^ 2 • Z ^ 2) ^ 2)) (by fun_prop) fun τ => ?_
  simp only [expTaylor, quartic, pow_succ, pow_zero, one_mul, mul_add, add_mul,
    smul_mul_assoc, mul_smul_comm, mul_assoc]
  module

variable {n : Type*} [Fintype n] [DecidableEq n]

/-- The matrix exponential along `τ Y + τ³ Z`, through fourth order in `τ`. -/
theorem exp_curve (Y Z : Matrix n n ℂ) :
    (fun τ : ℂ => NormedSpace.exp (τ • Y + τ ^ 3 • Z) - quartic 1 Y ((1 / 2 : ℂ) • Y ^ 2)
      ((1 / 6 : ℂ) • Y ^ 3 + Z) ((1 / 24 : ℂ) • Y ^ 4 + (1 / 2 : ℂ) • (Y * Z + Z * Y)) τ)
      =O[𝓝 0] fun τ : ℂ => τ ^ 5 := by
  have taylor : (fun X : Matrix n n ℂ => NormedSpace.exp X - expTaylor X)
      =O[𝓝 0] fun X => ‖X‖ ^ 5 := by
    have h := (NormedSpace.exp_hasFPowerSeriesAt_zero (𝕂 := ℂ)
      (𝔸 := Matrix n n ℂ)).isBigO_sub_partialSum_pow 5
    refine h.congr_left fun X => ?_
    simp only [zero_add, FormalMultilinearSeries.partialSum, Finset.sum_range_succ,
      Finset.sum_range_zero, NormedSpace.expSeries_apply_eq, expTaylor]
    norm_num [Nat.factorial]
  have hX : Tendsto (fun τ : ℂ => τ • Y + τ ^ 3 • Z) (𝓝 0) (𝓝 0) := by
    have hc : Continuous fun τ : ℂ => τ • Y + τ ^ 3 • Z := by fun_prop
    simpa using hc.tendsto 0
  have hlin : (fun τ : ℂ => τ • Y + τ ^ 3 • Z) =O[𝓝 0] fun τ : ℂ => τ ^ 1 :=
    isBigO_of_factor 1 (R := fun τ => Y + τ ^ 2 • Z) (by fun_prop) fun τ => by module
  have h1 := ((taylor.comp_tendsto hX).trans (hlin.norm_left.pow 5)).congr_right
    fun τ => show (τ ^ 1) ^ 5 = τ ^ 5 by ring
  exact (h1.add (expTaylor_curve Y Z)).congr_left fun τ => sub_add_sub_cancel _ _ _

end TakahashiImada
```

Lean reports:

```
Main.lean:50:34: error: unsolved goals
n : Type u_1
inst✝¹ : Fintype n
inst✝ : DecidableEq n
Y Z : Matrix n n ℂ
h :
  (fun y => NormedSpace.exp (0 + y) - (NormedSpace.expSeries ℂ (Matrix n n ℂ)).partialSum 5 y) =O[𝓝 0] fun y => ‖y‖ ^ 5
X : Matrix n n ℂ
⊢ NormedSpace.exp X = NormedSpace.exp X
```

What went wrong. The error lies in the step `taylor`, where Mathlib's remainder estimate for the exponential series has to be matched with the file's own `expTaylor`. The calls to `simp only` and `norm_num` deal with the polynomial parts, but leave the goal `NormedSpace.exp X = NormedSpace.exp X`. The two sides print alike because Lean hides implicit arguments. `NormedSpace.exp` depends on a topology, and for matrices this can come from the matrix type directly or through the norm. As the comment in the repair says, the two sides differ only in how that topology is presented. `norm_num` did not identify the two forms, so the goal stayed open.

The added `rfl` closes it by checking that the two sides are equal by definition, which includes unfolding the hidden arguments where needed. The comment above it has no effect on the proof.

The change, after which it compiles:

```diff
@@ -55,4 +55,6 @@
       Finset.sum_range_zero, NormedSpace.expSeries_apply_eq, expTaylor]
     norm_num [Nat.factorial]
+    -- the two exponentials differ only in how the matrix topology is presented
+    rfl
   have hX : Tendsto (fun τ : ℂ => τ • Y + τ ^ 3 • Z) (𝓝 0) (𝓝 0) := by
     have hc : Continuous fun τ : ℂ => τ • Y + τ ^ 3 • Z := by fun_prop
```
